# Forward–backward asymmetry of plane-wave 1s photoemission to first order in photon momentum

Let e be the real polarization vector of linearly polarized light, n the propagation direction of the light, k the momentum of the outgoing electron and q the photon momentum, all in atomic units. Light is transverse: ⟨e,n⟩ = 0. The electron starts in a hydrogenic 1s orbital of charge Z > 0, whose momentum amplitude is, up to normalisation,

φ(p) = 1/(Z² + ‖p‖²)².

The final state is a plane wave, so the pull of the ion on the outgoing electron is neglected. Absorbing momentum qn takes the electron from k − qn to k, and the intensity, at fixed amplitude of the vector potential and up to constant factors, is

I(k,q) = (⟨e,k − qn⟩ φ(k − qn))².

Here q varies at fixed k; energy conservation, which would link them, is not imposed.

## The slope in q and its sign

The claim is that

∂I/∂q at q = 0 equals 8⟨e,k⟩²⟨k,n⟩/(Z² + ‖k‖²)⁵.

Transversality gives ⟨e,k − qn⟩ = ⟨e,k⟩. Hence

I(k,q) = ⟨e,k⟩²/D(q)⁴,
D(q) = Z² + ‖k − qn‖² = Z² + ‖k‖² − 2q⟨k,n⟩ + q²‖n‖².

Differentiating,

D′(q) = −2⟨k,n⟩ + 2q‖n‖² = −2⟨k − qn,n⟩,
∂I/∂q = −4⟨e,k⟩² D′(q)/D(q)⁵ = 8⟨e,k⟩²⟨k − qn,n⟩/D(q)⁵.

Setting q = 0 proves the claim. Under k → −k the factors ⟨e,k⟩² and ‖k‖² are unchanged and ⟨k,n⟩ changes sign, so the slope is odd, while I(k,0) is even.

For finite q > 0, let D₊ and D₋ be the values of D(q) for k and −k. Then

D₋ = D₊ + 4q⟨k,n⟩.

If ⟨e,k⟩ ≠ 0, the smaller denominator gives the larger intensity, so I(k,q) > I(−k,q) exactly when ⟨k,n⟩ > 0.

Finally, still assuming ⟨e,k⟩ ≠ 0, so that the intensities do not vanish, consider the asymmetry

A(q) = (I(k,q) − I(−k,q))/(I(k,q) + I(−k,q)).

Write I₀ = I(k,0) and r = 8⟨k,n⟩/(Z² + ‖k‖²). The two intensities start at I₀ with slopes I₀r and −I₀r. The numerator of A therefore has value 0 and slope 2I₀r, the denominator value 2I₀ and slope 0, and

A′(0) = (2I₀r · 2I₀ − 0)/(2I₀)² = r.

**A numerical instance.** Take Z = 1, e = (1,0,0), n = (0,0,1), k = (1,0,1). Then Z² + ‖k‖² = 3, I₀ = 1/81, the slope of I is 8/243 and A′(0) = 8/3. At q = 0.01 the asymmetry is about 0.027.

**Without transversality** the formula can fail. Let Z = 1 and e = n = k, a unit vector. Then I = (1 − q)²/(1 + (1 − q)²)⁴, whose slope at q = 0 is 1/8, whereas the formula would give 1/4.

For this one-electron plane-wave model, the slope offers a low-q check on simulation code that goes beyond the dipole approximation.

## The model in Lean

The vectors live in an arbitrary real inner product space `V`; ordinary space is the case ℝ³. Unit length of `e` and `n` is not required.

```lean
import Mathlib

open scoped InnerProductSpace

namespace PhotoelectronNondipole

noncomputable section

variable {V : Type*} [NormedAddCommGroup V] [InnerProductSpace ℝ V]
```

The orbital is φ, without its normalisation constant.

```lean
/-- The unnormalised momentum-space amplitude of a hydrogenic 1s orbital with charge `Z`,
in atomic units. -/
def orbital1s (Z : ℝ) (p : V) : ℝ := 1 / (Z ^ 2 + ‖p‖ ^ 2) ^ 2
```

The intensity keeps k − qn in both factors, so the simplification by transversality has to be proved.

```lean
/-- The plane-wave photoelectron intensity, up to a constant factor, for polarization `e`,
photon momentum `q • n` and electron momentum `k`: the square of the momentum component along
`e` times the 1s amplitude, both taken at the initial electron momentum `k - q • n`. -/
def intensity (Z : ℝ) (e n k : V) (q : ℝ) : ℝ :=
  (⟪e, k - q • n⟫_ℝ * orbital1s Z (k - q • n)) ^ 2
```

The asymmetry A compares opposite electron momenta at the same q.

```lean
/-- The normalised difference between the intensities at opposite electron momenta
`k` and `-k`, as a function of the photon momentum `q`. -/
def asymmetry (Z : ℝ) (e n k : V) (q : ℝ) : ℝ :=
  (intensity Z e n k q - intensity Z e n (-k) q) /
    (intensity Z e n k q + intensity Z e n (-k) q)
```

## Closed form and derivative

The hypothesis `h` is transversality. It removes q from the polarization factor.

```lean
/-- For transverse polarization the photon momentum enters the intensity only through
the 1s momentum distribution. -/
theorem intensity_eq {e n : V} (h : ⟪e, n⟫_ℝ = 0) (Z : ℝ) (k : V) (q : ℝ) :
    intensity Z e n k q = ⟪e, k⟫_ℝ ^ 2 / (Z ^ 2 + ‖k - q • n‖ ^ 2) ^ 4 := by
  unfold intensity orbital1s
  rw [inner_sub_right, real_inner_smul_right, h]
  generalize Z ^ 2 + ‖k - q • n‖ ^ 2 = D
  ring
```

Next comes the expansion of ‖k − qn‖².

```lean
/-- The squared initial momentum of the electron, expanded in the photon momentum. -/
theorem initial_momentum_sq (k n : V) (q : ℝ) :
    ‖k - q • n‖ ^ 2 = ‖k‖ ^ 2 - 2 * q * ⟪k, n⟫_ℝ + q ^ 2 * ‖n‖ ^ 2 := by
  rw [norm_sub_sq_real, real_inner_smul_right, norm_smul, mul_pow, Real.norm_eq_abs, sq_abs]
  ring
```

`HasDerivAt` states that the function is differentiable at the point, with the given derivative. In the proof, `hD` is the formula for D′, `h4` applies the chain rule to D⁴, and `aux` simplifies the quotient rule. Positivity of `Z` keeps the denominator nonzero, even when k = qn.

```lean
/-- The rate of change of the photoelectron intensity with photon momentum, at any
photon momentum `q`. -/
theorem hasDerivAt_intensity {Z : ℝ} (hZ : 0 < Z) {e n : V} (h : ⟪e, n⟫_ℝ = 0)
    (k : V) (q : ℝ) :
    HasDerivAt (intensity Z e n k)
      (8 * ⟪e, k⟫_ℝ ^ 2 * ⟪k - q • n, n⟫_ℝ / (Z ^ 2 + ‖k - q • n‖ ^ 2) ^ 5) q := by
  -- the base of the fourth-power denominator is a polynomial in `q`, differentiated here
  have hD : HasDerivAt (fun t : ℝ => Z ^ 2 + ‖k - t • n‖ ^ 2)
      (-2 * ⟪k - q • n, n⟫_ℝ) q := by
    have h1 := (hasDerivAt_id' q).mul_const (-2 * ⟪k, n⟫_ℝ)
    have h2 := ((hasDerivAt_id' q).fun_mul (hasDerivAt_id' q)).mul_const (‖n‖ ^ 2)
    have h3 := (h1.fun_add h2).const_add (Z ^ 2 + ‖k‖ ^ 2)
    have hf : (fun t : ℝ => Z ^ 2 + ‖k - t • n‖ ^ 2) = fun t : ℝ =>
        (Z ^ 2 + ‖k‖ ^ 2) + (t * (-2 * ⟪k, n⟫_ℝ) + t * t * ‖n‖ ^ 2) := by
      funext t
      rw [initial_momentum_sq]
      ring
    rw [hf]
    refine h3.congr_deriv ?_
    rw [inner_sub_left, real_inner_smul_left, real_inner_self_eq_norm_sq]
    ring
  have hne : Z ^ 2 + ‖k - q • n‖ ^ 2 ≠ 0 := by positivity
  have h4 : HasDerivAt (fun t : ℝ => (Z ^ 2 + ‖k - t • n‖ ^ 2) ^ 4)
      (4 * (Z ^ 2 + ‖k - q • n‖ ^ 2) ^ 3 * (-2 * ⟪k - q • n, n⟫_ℝ)) q :=
    (hD.fun_pow 4).congr_deriv (by norm_num)
  -- the quotient rule, simplified for plain numbers
  have aux : ∀ D A c : ℝ, D ≠ 0 →
      (0 * D ^ 4 - A * (4 * D ^ 3 * (-2 * c))) / (D ^ 4) ^ 2 = 8 * A * c / D ^ 5 := by
    intro D A c hD0
    rw [div_eq_div_iff (pow_ne_zero _ (pow_ne_zero _ hD0)) (pow_ne_zero _ hD0)]
    ring
  rw [show intensity Z e n k = fun t : ℝ =>
    ⟪e, k⟫_ℝ ^ 2 / (Z ^ 2 + ‖k - t • n‖ ^ 2) ^ 4 from funext fun t => intensity_eq h Z k t]
  exact ((hasDerivAt_const q (⟪e, k⟫_ℝ ^ 2)).fun_div h4 (pow_ne_zero _ hne)).congr_deriv
    (aux _ _ _ hne)
```

The main result is the case q = 0.

```lean
/-- The leading nondipole correction: the derivative of the 1s photoelectron intensity with
respect to photon momentum, at zero photon momentum. -/
theorem nondipole_correction {Z : ℝ} (hZ : 0 < Z) {e n : V} (h : ⟪e, n⟫_ℝ = 0) (k : V) :
    HasDerivAt (intensity Z e n k)
      (8 * ⟪e, k⟫_ℝ ^ 2 * ⟪k, n⟫_ℝ / (Z ^ 2 + ‖k‖ ^ 2) ^ 5) 0 := by
  have h0 := hasDerivAt_intensity hZ h k 0
  rwa [zero_smul, sub_zero] at h0
```

## Parity and the forward direction

The dipole intensity is even in k, and its first-order correction is odd.

```lean
/-- At zero photon momentum the intensity is the same for opposite electron momenta. -/
theorem dipole_even {e n : V} (h : ⟪e, n⟫_ℝ = 0) (Z : ℝ) (k : V) :
    intensity Z e n (-k) 0 = intensity Z e n k 0 := by
  rw [intensity_eq h Z (-k), intensity_eq h Z k, inner_neg_right, zero_smul, sub_zero,
    sub_zero, norm_neg, neg_sq]

/-- The leading nondipole correction changes sign when the electron momentum is reversed. -/
theorem nondipole_odd {Z : ℝ} (hZ : 0 < Z) {e n : V} (h : ⟪e, n⟫_ℝ = 0) (k : V) :
    deriv (intensity Z e n (-k)) 0 = -deriv (intensity Z e n k) 0 := by
  rw [(nondipole_correction hZ h (-k)).deriv, (nondipole_correction hZ h k).deriv,
    inner_neg_right, inner_neg_left, norm_neg]
  ring
```

The comparison at finite q uses `key`, the relation between D₋ and D₊. One direction argues by contradiction: if ⟨k,n⟩ ≤ 0, then D₋ ≤ D₊ and emission at k cannot be stronger. The other compares the fractions directly.

```lean
/-- At any positive photon momentum, and for `k` not perpendicular to the polarization,
emission at `k` is stronger than at `-k` exactly when `k` has a positive component along
the light propagation. -/
theorem forward_stronger_iff {Z q : ℝ} (hZ : 0 < Z) (hq : 0 < q) {e n k : V}
    (h : ⟪e, n⟫_ℝ = 0) (hk : ⟪e, k⟫_ℝ ≠ 0) :
    intensity Z e n (-k) q < intensity Z e n k q ↔ 0 < ⟪k, n⟫_ℝ := by
  -- the bases of the two fourth-power denominators differ by a term linear in `q`
  have key : Z ^ 2 + ‖-k - q • n‖ ^ 2 = (Z ^ 2 + ‖k - q • n‖ ^ 2) + 4 * q * ⟪k, n⟫_ℝ := by
    rw [initial_momentum_sq (-k), initial_momentum_sq k, norm_neg, inner_neg_left]
    ring
  have hp : 0 < Z ^ 2 + ‖k - q • n‖ ^ 2 := by positivity
  have hm : 0 < Z ^ 2 + ‖-k - q • n‖ ^ 2 := by positivity
  have ha : 0 < ⟪e, k⟫_ℝ ^ 2 := by positivity
  rw [intensity_eq h Z (-k), intensity_eq h Z k, inner_neg_right, neg_sq]
  constructor
  · intro hlt
    by_contra hc
    have hle : Z ^ 2 + ‖-k - q • n‖ ^ 2 ≤ Z ^ 2 + ‖k - q • n‖ ^ 2 := by
      rw [key]
      nlinarith [mul_nonneg hq.le (neg_nonneg.mpr (not_lt.mp hc))]
    exact absurd hlt (not_lt_of_ge (div_le_div_of_nonneg_left ha.le (pow_pos hm 4)
      (pow_le_pow_left₀ hm.le hle 4)))
  · intro hc
    have hlt : Z ^ 2 + ‖k - q • n‖ ^ 2 < Z ^ 2 + ‖-k - q • n‖ ^ 2 := by
      rw [key]
      nlinarith [mul_pos hq hc]
    exact div_lt_div_of_pos_left ha (pow_pos hp 4)
      (pow_lt_pow_left₀ hlt hp.le (by norm_num))
```

## Slope of the normalised asymmetry

The hypothesis `hk` says that k is not perpendicular to the polarization; otherwise both intensities vanish and the ratio has no physical meaning. The facts `h1` and `h2` are the slopes I₀r and −I₀r, and `aux` is the final cancellation.

```lean
/-- The slope of the normalised asymmetry at zero photon momentum, for `k` not perpendicular
to the polarization. -/
theorem hasDerivAt_asymmetry {Z : ℝ} (hZ : 0 < Z) {e n k : V}
    (h : ⟪e, n⟫_ℝ = 0) (hk : ⟪e, k⟫_ℝ ≠ 0) :
    HasDerivAt (asymmetry Z e n k) (8 * ⟪k, n⟫_ℝ / (Z ^ 2 + ‖k‖ ^ 2)) 0 := by
  have i1 : intensity Z e n k 0 = ⟪e, k⟫_ℝ ^ 2 / (Z ^ 2 + ‖k‖ ^ 2) ^ 4 := by
    rw [intensity_eq h, zero_smul, sub_zero]
  have i2 := dipole_even h Z k
  have hA : intensity Z e n k 0 ≠ 0 := by
    rw [i1]
    positivity
  -- both corrections are the dipole intensity times the same relative slope, up to sign
  have h1 : HasDerivAt (intensity Z e n k)
      (intensity Z e n k 0 * (8 * ⟪k, n⟫_ℝ / (Z ^ 2 + ‖k‖ ^ 2))) 0 := by
    refine (nondipole_correction hZ h k).congr_deriv ?_
    rw [i1]
    generalize Z ^ 2 + ‖k‖ ^ 2 = D
    ring
  have h2 : HasDerivAt (intensity Z e n (-k))
      (-(intensity Z e n k 0 * (8 * ⟪k, n⟫_ℝ / (Z ^ 2 + ‖k‖ ^ 2)))) 0 := by
    refine (nondipole_correction hZ h (-k)).congr_deriv ?_
    rw [i1, inner_neg_right, inner_neg_left, norm_neg]
    generalize Z ^ 2 + ‖k‖ ^ 2 = D
    ring
  have hne : intensity Z e n k 0 + intensity Z e n (-k) 0 ≠ 0 := by
    rw [i2]
    intro h0
    exact hA (by linarith)
  have aux : ∀ A r : ℝ, A ≠ 0 →
      ((A * r - -(A * r)) * (A + A) - (A - A) * (A * r + -(A * r))) / (A + A) ^ 2 = r := by
    intro A r hA0
    have h2A : A + A ≠ 0 := fun h0 => hA0 (by linarith)
    rw [div_eq_iff (pow_ne_zero 2 h2A)]
    ring
  refine ((h1.fun_sub h2).fun_div (h1.fun_add h2) hne).congr_deriv ?_
  simp only [i2]
  exact aux _ _ hA

end

end PhotoelectronNondipole
```

```lean
#print axioms PhotoelectronNondipole.nondipole_odd
-- 'PhotoelectronNondipole.nondipole_odd' depends on axioms: [propext, Classical.choice, Quot.sound]
#print axioms PhotoelectronNondipole.forward_stronger_iff
-- 'PhotoelectronNondipole.forward_stronger_iff' depends on axioms: [propext, Classical.choice, Quot.sound]
#print axioms PhotoelectronNondipole.hasDerivAt_asymmetry
-- 'PhotoelectronNondipole.hasDerivAt_asymmetry' depends on axioms: [propext, Classical.choice, Quot.sound]
```
